# The exponential of a diagonalisable two-level operator keeps its eigenvectors and exponentiates its eigenvalues

Let `A` be a complex 2×2 matrix, representing an operator on a two-level system, and let the columns of an invertible matrix `P` be eigenvectors of `A` with eigenvalues `a` and `b`. The lemma states that the same columns are eigenvectors of the matrix exponential of `A`, with eigenvalues e^a and e^b. `A` need not be Hermitian, and the eigenvectors need not be normalised or orthogonal. The proof writes `A` as `P` times a diagonal matrix times `P⁻¹`, takes the exponential of the diagonal factor, and cancels `P⁻¹` against `P`. For this it needs the auxiliary fact `hv`, that the exponential of the vector `![a, b]` is taken entry by entry.

An attempt in Lean 4 with a fault in it:

```lean
import Mathlib

open Matrix NormedSpace

namespace ExpMulEigenvectors

noncomputable section

/-- If the columns of an invertible matrix `P` are eigenvectors of `A` with eigenvalues
`a` and `b`, they are eigenvectors of `exp A` with eigenvalues `exp a` and `exp b`. -/
theorem exp_mul_eigenvectors (A P : Matrix (Fin 2) (Fin 2) ℂ) (a b : ℂ)
    (hP : IsUnit P) (h : A * P = P * !![a, 0; 0, b]) :
    NormedSpace.exp A * P = P * !![Complex.exp a, 0; 0, Complex.exp b] := by
  have hD : ∀ x y : ℂ, !![x, 0; 0, y] = Matrix.diagonal ![x, y] := by
    intro x y
    ext i j
    fin_cases i <;> fin_cases j <;> simp
  have hdet : IsUnit P.det := (Matrix.isUnit_iff_isUnit_det P).mp hP
  have hv : NormedSpace.exp (![a, b] : Fin 2 → ℂ) = ![Complex.exp a, Complex.exp b] := by
    funext i
    rw [Pi.exp_apply, ← Complex.exp_eq_exp_ℂ]
    fin_cases i <;> rfl
  rw [hD] at h
  have hA : A = P * Matrix.diagonal ![a, b] * P⁻¹ := by
    rw [← h, Matrix.mul_assoc, Matrix.mul_nonsing_inv _ hdet, Matrix.mul_one]
  rw [hA, Matrix.exp_conj _ _ hP, Matrix.exp_diagonal, Matrix.mul_assoc,
    Matrix.nonsing_inv_mul _ hdet, Matrix.mul_one, hv, hD]

end

end ExpMulEigenvectors
```

Compiling this gives:

```
Main.lean:21:8: error(lean.unknownIdentifier): Unknown identifier `Pi.exp_apply`
```

The message says that Lean found no declaration under the name `Pi.exp_apply`, so the rewrite in the proof of `hv` could not be carried out. The step needed there is that entry `i` of the exponential of `![a, b]` equals the exponential of entry `i`.

The repair proves this equation as `he`. Reading off entry `i` is a ring homomorphism, `Pi.evalRingHom`, and it is continuous by `continuous_apply i`. `NormedSpace.map_exp` says that such a map may be moved inside the exponential, which is the equation wanted.

Rewriting with `he` takes the place of the missing lemma. It leaves the exponential of a single complex number, which `← Complex.exp_eq_exp_ℂ` turns into `Complex.exp` as the original proof intended. The added comment only explains the step, and the rest of the proof is unchanged.

As a diff, the version that Lean accepts:

```diff
@@ -19,5 +19,9 @@
   have hv : NormedSpace.exp (![a, b] : Fin 2 → ℂ) = ![Complex.exp a, Complex.exp b] := by
     funext i
-    rw [Pi.exp_apply, ← Complex.exp_eq_exp_ℂ]
+    -- evaluation at one index is a continuous ring homomorphism
+    have he : NormedSpace.exp (![a, b] : Fin 2 → ℂ) i =
+        NormedSpace.exp ((![a, b] : Fin 2 → ℂ) i) :=
+      NormedSpace.map_exp (Pi.evalRingHom (fun _ : Fin 2 => ℂ) i) (continuous_apply i) _
+    rw [he, ← Complex.exp_eq_exp_ℂ]
     fin_cases i <;> rfl
   rw [hD] at h
```
